# Two non-interacting quantum dots in series: the exact condition for perfect transmission

An electron enters a small device from a left lead, tunnels from one quantum dot to a second, and leaves through a right lead. Each dot holds one level, and each lead touches only its own dot. At which energies does every incoming electron get through, and does such an energy always exist?

Let $x_1$ and $x_2$ be the detunings, that is, the energy minus the level of the left and right dot. Let $g_L$ and $g_R$ be the widths that the leads give to the levels (often written $\Gamma_L,\Gamma_R$), and $h$ the tunnelling amplitude between the dots, not Planck's constant. The inverse retarded Green matrix is

$$A=\begin{pmatrix}x_1+\tfrac{i}{2}g_L & -h\\ -h & x_2+\tfrac{i}{2}g_R\end{pmatrix},\qquad T=g_Lg_R\,\bigl|(A^{-1})_{01}\bigr|^2 .$$

Rows and columns are counted from 0, as in Lean, so the entry $01$ connects the two dots. For positive widths, $T\le 1$, with equality exactly when $x_1x_2=h^2-g_Lg_R/4$ and $x_1g_R=x_2g_L$. For identical dots with detuning $E$ and equal widths $G$, this becomes $E^2=h^2-G^2/4$.

```lean
import Mathlib

namespace SerialDoubleDot

noncomputable section

/-- Inverse Green matrix of two dots in series, with detunings `x₁`, `x₂` of the energy from
the two levels, lead widths `gL`, `gR` and tunnelling amplitude `h` between the dots. -/
def invGreen (x₁ x₂ gL gR h : ℝ) : Matrix (Fin 2) (Fin 2) ℂ :=
  !![(x₁ : ℂ) + Complex.I * gL / 2, -(h : ℂ); -(h : ℂ), (x₂ : ℂ) + Complex.I * gR / 2]

/-- Transmission from the left to the right lead: the product of the two widths and the squared
modulus of the Green function between the dots. It is meant for positive widths, where the
inverse exists. -/
def transmission (x₁ x₂ gL gR h : ℝ) : ℝ :=
  gL * gR * ‖(invGreen x₁ x₂ gL gR h)⁻¹ 0 1‖ ^ 2
```

`invGreen` is $A$, and `transmission` takes the entry from the actual matrix inverse. That this number is the scattering probability of a real device is the step taken from physics: it holds for non-interacting electrons and single-channel leads whose widths do not depend on energy. Within that model, $T$ at the Fermi energy gives the zero-temperature linear conductance per spin in units of $e^2/2\pi\hbar$.

## Real detunings and real tunnelling

The arguments have type `ℝ`. Physically, a real detuning means that electrons are neither created nor absorbed on the dots; they can leave only through the leads. A real $h$ fixes a choice of phase for the two dot states.

By hand, reality is what separates the determinant into its real and imaginary parts:

$$\det A=\Bigl(x_1x_2-\tfrac{g_Lg_R}{4}-h^2\Bigr)+\tfrac{i}{2}(x_1g_R+x_2g_L).$$

Its squared modulus is therefore

$$D=\Bigl(x_1x_2-\tfrac{g_Lg_R}{4}-h^2\Bigr)^2+\tfrac14(x_1g_R+x_2g_L)^2 .$$

The theorem `normSq_det` follows the same route: `e` is the separation, with $i^2=-1$ supplied by `Complex.I_sq`, and `Complex.normSq_add_mul_I` turns it into the sum of squares.

```lean
/-- The squared modulus of the determinant of the inverse Green matrix is a sum of two
squares. -/
theorem normSq_det (x₁ x₂ gL gR h : ℝ) :
    Complex.normSq (invGreen x₁ x₂ gL gR h).det =
      (x₁ * x₂ - gL * gR / 4 - h ^ 2) ^ 2 + (x₁ * gR + x₂ * gL) ^ 2 / 4 := by
  -- separate the real and the imaginary part of the determinant
  have e : (invGreen x₁ x₂ gL gR h).det =
      ((x₁ * x₂ - gL * gR / 4 - h ^ 2 : ℝ) : ℂ) +
        (((x₁ * gR + x₂ * gL) / 2 : ℝ) : ℂ) * Complex.I := by
    rw [invGreen, Matrix.det_fin_two_of]
    push_cast
    linear_combination ((gL : ℂ) * gR / 4) * Complex.I_sq
  rw [e, Complex.normSq_add_mul_I]
  ring
```

If complex detunings were allowed, $x_1=-ig_L/2$ with $h=0$ would make the first row of $A$ vanish. This describes gain on the left dot that exactly balances its loss into the lead.

## Both dots connected to their leads: $g_L>0$ and $g_R>0$

A positive width means that an electron on the dot can escape into the neighbouring lead. The hypotheses `hL` and `hR` enter first in showing that $D\neq0$. If $D=0$, both squares vanish:

$$a=x_1x_2-\tfrac{g_Lg_R}{4}-h^2=0,\qquad b=x_1g_R+x_2g_L=0 .$$

The combination $x_1b-g_La$ eliminates $x_2$ and gives

$$g_Rx_1^2+g_L\Bigl(\tfrac{g_Lg_R}{4}+h^2\Bigr)=0,$$

which is impossible, because the left side is positive. In `det_ne_zero`, `linear_combination` forms this expression and `positivity` uses the two hypotheses to establish its sign.

```lean
/-- When both dots are coupled to their leads with positive widths, the determinant of the
inverse Green matrix does not vanish at any real energy. -/
theorem det_ne_zero {gL gR : ℝ} (hL : 0 < gL) (hR : 0 < gR) (x₁ x₂ h : ℝ) :
    (invGreen x₁ x₂ gL gR h).det ≠ 0 := by
  intro h0
  have hs := normSq_det x₁ x₂ gL gR h
  rw [h0, map_zero] at hs
  have p := sq_nonneg (x₁ * x₂ - gL * gR / 4 - h ^ 2)
  have q := sq_nonneg (x₁ * gR + x₂ * gL)
  -- both squares vanish
  have a : x₁ * x₂ - gL * gR / 4 - h ^ 2 = 0 :=
    (pow_eq_zero_iff two_ne_zero).mp (le_antisymm (by linarith) p)
  have b : x₁ * gR + x₂ * gL = 0 :=
    (pow_eq_zero_iff two_ne_zero).mp (le_antisymm (by linarith) q)
  -- which contradicts the positive widths
  have c : gL * (gL * gR / 4 + h ^ 2) + gR * x₁ ^ 2 = 0 := by
    linear_combination x₁ * b - gL * a
  have d : 0 < gL * (gL * gR / 4 + h ^ 2) + gR * x₁ ^ 2 := by positivity
  linarith
```

If even one width is allowed to be zero, invertibility can fail. With $g_R=0$, $x_2=0$ and $h=0$, the second row of $A$ is zero: the right dot is isolated and the energy sits on its level.

Once the determinant is nonzero, Cramer's rule gives $(A^{-1})_{01}=h/\det A$, so

$$T\,D=g_Lg_Rh^2 .$$

In `transmission_mul`, `adj` computes the cofactor, `e` gives the inverse entry, and the nonzero determinant permits the division to be cleared.

```lean
/-- For positive widths, the transmission times the squared modulus of the determinant is
the product of the two widths and the squared tunnelling amplitude. -/
theorem transmission_mul {gL gR : ℝ} (hL : 0 < gL) (hR : 0 < gR) (x₁ x₂ h : ℝ) :
    transmission x₁ x₂ gL gR h *
      ((x₁ * x₂ - gL * gR / 4 - h ^ 2) ^ 2 + (x₁ * gR + x₂ * gL) ^ 2 / 4) =
      gL * gR * h ^ 2 := by
  have hd : Complex.normSq (invGreen x₁ x₂ gL gR h).det ≠ 0 :=
    fun h0 => det_ne_zero hL hR x₁ x₂ h (Complex.normSq_eq_zero.mp h0)
  -- the Green function between the dots, by Cramer's rule
  have adj : (invGreen x₁ x₂ gL gR h).adjugate 0 1 = (h : ℂ) := by
    simp [invGreen, Matrix.adjugate_fin_two]
  have e : (invGreen x₁ x₂ gL gR h)⁻¹ 0 1 = (h : ℂ) / (invGreen x₁ x₂ gL gR h).det := by
    rw [Matrix.inv_def, Matrix.smul_apply, adj, Ring.inverse_eq_inv', smul_eq_mul,
      div_eq_mul_inv, mul_comm]
  rw [← normSq_det, transmission, e, ← Complex.normSq_eq_norm_sq, Complex.normSq_div,
    Complex.normSq_ofReal]
  have c := div_mul_cancel₀ (h * h) hd
  linear_combination gL * gR * c
```

The bound comes from subtracting this identity from $D$. Write $u=x_1x_2-h^2$ and $g=g_Lg_R$. Then

$$\begin{aligned}
\Bigl(u-\tfrac g4\Bigr)^2&=\Bigl(u+\tfrac g4\Bigr)^2-ug,\\
\tfrac14(x_1g_R+x_2g_L)^2&=\tfrac14(x_1g_R-x_2g_L)^2+x_1x_2g .
\end{aligned}$$

On adding the two lines, the terms left over are $g(x_1x_2-u)=gh^2$, which is exactly $TD$. Hence

$$(1-T)D=\Bigl(x_1x_2-h^2+\tfrac{g_Lg_R}{4}\Bigr)^2+\tfrac14(x_1g_R-x_2g_L)^2 .$$

The right side is non-negative and $D>0$, so $T\le1$. Equality holds exactly when both squares vanish, which gives the two stated conditions.

In the next theorem, `IsUnit` says that the matrix is invertible, and `hr` is the last identity. A transmission above one would make its left side negative, a contradiction. For the equivalence, $T=1$ forces each square to zero; conversely, when both squares are zero, the positive factor $D$ can be cancelled.

```lean
/-- For positive widths, the inverse Green matrix is invertible and the transmission is at most
one. It equals one exactly when `x₁ x₂ = h² - gL gR / 4` and the detunings satisfy
`x₁ gR = x₂ gL`. -/
theorem transmission_le_one_and_eq_iff {gL gR : ℝ} (hL : 0 < gL) (hR : 0 < gR)
    (x₁ x₂ h : ℝ) :
    IsUnit (invGreen x₁ x₂ gL gR h) ∧ transmission x₁ x₂ gL gR h ≤ 1 ∧
      (transmission x₁ x₂ gL gR h = 1 ↔
        x₁ * x₂ = h ^ 2 - gL * gR / 4 ∧ x₁ * gR = x₂ * gL) := by
  have hd := det_ne_zero hL hR x₁ x₂ h
  have hD := Complex.normSq_pos.mpr hd
  rw [normSq_det] at hD
  have ht := transmission_mul hL hR x₁ x₂ h
  -- the missing transmission is a sum of two squares
  have hr : (1 - transmission x₁ x₂ gL gR h) *
      ((x₁ * x₂ - gL * gR / 4 - h ^ 2) ^ 2 + (x₁ * gR + x₂ * gL) ^ 2 / 4) =
      (x₁ * x₂ - h ^ 2 + gL * gR / 4) ^ 2 + (x₁ * gR - x₂ * gL) ^ 2 / 4 := by
    linear_combination -ht
  have p := sq_nonneg (x₁ * x₂ - h ^ 2 + gL * gR / 4)
  have q := sq_nonneg (x₁ * gR - x₂ * gL)
  refine ⟨(Matrix.isUnit_iff_isUnit_det _).mpr (isUnit_iff_ne_zero.mpr hd), ?_, ?_, ?_⟩
  · by_contra hc
    have hneg := mul_neg_of_neg_of_pos (sub_neg.mpr (not_le.mp hc)) hD
    linarith
  · intro h1
    rw [h1, sub_self, zero_mul] at hr
    have a := (pow_eq_zero_iff two_ne_zero).mp (le_antisymm (by linarith) p)
    have b := (pow_eq_zero_iff two_ne_zero).mp (le_antisymm (by linarith) q)
    exact ⟨by linarith, by linarith⟩
  · rintro ⟨a, b⟩
    have a' : x₁ * x₂ - h ^ 2 + gL * gR / 4 = 0 := by linarith
    have b' : x₁ * gR - x₂ * gL = 0 := by linarith
    rw [a', b'] at hr
    have hz := (mul_eq_zero.mp (hr.trans (by norm_num))).resolve_right hD.ne'
    linarith
```

For identical dots and equal widths, the condition $x_1g_R=x_2g_L$ holds automatically, and only the energy condition remains. The sign of $h$ plays no part.

```lean
/-- For two identical dots with equal positive widths `G`, the transmission is one exactly when
`E² = h² - G² / 4`, where `E` is the energy measured from the common level. -/
theorem symmetric_eq_one_iff {G : ℝ} (hG : 0 < G) (E h : ℝ) :
    transmission E E G G h = 1 ↔ E ^ 2 = h ^ 2 - G ^ 2 / 4 := by
  rw [(transmission_le_one_and_eq_iff hG hG E E h).2.2]
  constructor
  · rintro ⟨a, -⟩
    linarith
  · intro a
    exact ⟨by linarith, rfl⟩
```

## Tunnelling at least half the width: $G\le2|h|$

Here the two identical dots are coupled to each other strongly enough, compared with their leads, for perfect transmission to occur. The hypothesis `hs` gives

$$h^2-\tfrac{G^2}{4}=\tfrac14(2|h|-G)(2|h|+G)\ge0,$$

so the energy condition has the real solutions $E=\pm\sqrt{h^2-G^2/4}$. In the proof, `nlinarith` receives this product, and `Real.sq_sqrt` then allows the equation for $E^2$ to be solved.

```lean
/-- If the equal positive widths satisfy `G ≤ 2|h|`, the symmetric double dot transmits
perfectly exactly at the energies `±√(h² - G² / 4)`. -/
theorem symmetric_peaks {G h : ℝ} (hG : 0 < G) (hs : G ≤ 2 * |h|) (E : ℝ) :
    transmission E E G G h = 1 ↔
      E = √(h ^ 2 - G ^ 2 / 4) ∨ E = -√(h ^ 2 - G ^ 2 / 4) := by
  have hn : 0 ≤ h ^ 2 - G ^ 2 / 4 := by
    nlinarith [mul_nonneg (sub_nonneg.mpr hs) (by positivity : 0 ≤ 2 * |h| + G), sq_abs h]
  rw [symmetric_eq_one_iff hG, ← sq_eq_sq_iff_eq_or_eq_neg, Real.sq_sqrt hn]
```

For $G>2|h|$ no real energy satisfies the condition. The formula with roots would then be wrong in Lean, where the square root of a negative real is zero: it would claim perfect transmission at $E=0$.

## Tunnelling at most half the width: $2|h|\le G$

For $h\neq0$, the leads now broaden the levels so much that the two peaks have merged into one; for $h=0$ the dots are disconnected and $T=0$ at every energy. For the symmetric device,

$$D(E)=E^4+2E^2\Bigl(\tfrac{G^2}{4}-h^2\Bigr)+\Bigl(\tfrac{G^2}{4}+h^2\Bigr)^2 .$$

The hypothesis `hw` makes the middle coefficient non-negative, so $D(E)\ge D(0)$. The product $TD=G^2h^2$ is the same at every energy, hence $T(E)\le T(0)$, with

$$T(0)=\frac{G^2h^2}{(G^2/4+h^2)^2}=\left(\frac{4Gh}{4h^2+G^2}\right)^2 .$$

The proof compares $T(E)D(E)$ with $T(0)D(E)$: `hk` is the non-negative difference, and `le_of_mul_le_mul_right` cancels $D(E)$.

```lean
/-- If the equal positive widths satisfy `2|h| ≤ G`, the transmission of the symmetric double
dot is largest at `E = 0`, where it is `(4Gh / (4h² + G²))²`. -/
theorem symmetric_single_peak {G h : ℝ} (hG : 0 < G) (hw : 2 * |h| ≤ G) (E : ℝ) :
    transmission E E G G h ≤ transmission 0 0 G G h ∧
      transmission 0 0 G G h = (4 * G * h / (4 * h ^ 2 + G ^ 2)) ^ 2 := by
  have hn : 0 ≤ G ^ 2 / 4 - h ^ 2 := by
    nlinarith [mul_nonneg (sub_nonneg.mpr hw) (by positivity : 0 ≤ G + 2 * |h|), sq_abs h]
  have tE := transmission_mul hG hG E E h
  have t0 := transmission_mul hG hG 0 0 h
  have hD := Complex.normSq_pos.mpr (det_ne_zero hG hG E E h)
  rw [normSq_det] at hD
  have hT : 0 ≤ transmission 0 0 G G h := by
    unfold transmission
    positivity
  constructor
  · -- the denominator is smallest at the level
    have hk : 0 ≤ transmission 0 0 G G h *
        (E ^ 4 + 2 * E ^ 2 * (G ^ 2 / 4 - h ^ 2)) :=
      mul_nonneg hT (add_nonneg (by positivity) (mul_nonneg (by positivity) hn))
    refine le_of_mul_le_mul_right ?_ hD
    linarith
  · rw [div_pow, eq_div_iff (by positivity)]
    linear_combination 16 * t0
```

If $G<2|h|$, the maximum is no longer at $E=0$, since the transmission there is below one while the two peaks reach one.

The borderline $G=2|h|$ belongs to both regimes. Substituting $h^2=G^2/4$ gives $T(E)=1/(1+4E^4/G^4)$, a single peak that touches one and is flat to third order in $E$. In the opposite limit of weak leads, $G\to0$ at fixed $h\neq0$, the peaks move to $\pm|h|$, the energies of the isolated pair of dots measured from their common level.

## Aligned levels with unequal widths: $g_L\ne g_R$

Suppose that the levels coincide, with common detuning $x$, but one lead is coupled more strongly than the other. The second condition for perfect transmission reads $x(g_R-g_L)=0$. The hypothesis `hne` then forces $x=0$, and the first condition becomes $4h^2=g_Lg_R$. Perfect transmission thus requires a particular strength of tunnelling as well as a particular energy.

The proof obtains $x=0$ by contradiction: a nonzero $x$ could be cancelled from $xg_R=xg_L$, making the widths equal.

```lean
/-- Two dots with aligned levels and unequal positive widths transmit perfectly exactly when
the detuning `x` vanishes and `4h² = gL gR`. -/
theorem aligned_unequal_eq_one_iff {gL gR : ℝ} (hL : 0 < gL) (hR : 0 < gR)
    (hne : gL ≠ gR) (x h : ℝ) :
    transmission x x gL gR h = 1 ↔ x = 0 ∧ 4 * h ^ 2 = gL * gR := by
  rw [(transmission_le_one_and_eq_iff hL hR x x h).2.2]
  constructor
  · rintro ⟨a, b⟩
    have hx : x = 0 := by
      by_contra hx
      exact hne (mul_left_cancel₀ hx b).symm
    subst hx
    exact ⟨rfl, by linarith⟩
  · rintro ⟨rfl, a⟩
    exact ⟨by linarith, by ring⟩

end

end SerialDoubleDot
```

With equal widths $G<2|h|$ the conclusion fails, because the two peaks then lie at nonzero detuning.

```lean
#print axioms SerialDoubleDot.symmetric_peaks
#print axioms SerialDoubleDot.symmetric_single_peak
#print axioms SerialDoubleDot.aligned_unequal_eq_one_iff
```

```
'SerialDoubleDot.symmetric_peaks' depends on axioms: [propext, Classical.choice, Quot.sound]
'SerialDoubleDot.symmetric_single_peak' depends on axioms: [propext, Classical.choice, Quot.sound]
'SerialDoubleDot.aligned_unequal_eq_one_iff' depends on axioms: [propext, Classical.choice, Quot.sound]
```
